# Plasmon formula for normalised RPA modes: ½(tr W − tr A) = −∑ₖ wₖ‖Yₖ‖²

After solving the random-phase approximation (RPA) equations, a program can evaluate the energy given by the plasmon formula: it sums the frequencies, subtracts the trace of one matrix and halves the result. For a full set of real modes, normalised and mutually orthogonal in the RPA sense, the same number follows from the frequencies and the de-excitation amplitudes. Comparing the two expressions is therefore a partial check on a direct-RPA calculation with a finite basis and real orbitals: a disagreement beyond rounding reveals an error, but the excitation amplitudes and the signs of the de-excitation amplitudes do not enter.

## Excitations, de-excitations and their coupling

Let A and B be real n × n matrices indexed by particle-hole pairs. A contains the orbital-energy differences and the interaction among excitations; B couples excitations to de-excitations. Mode k has a real frequency wₖ (in energy units, ħ = 1), an excitation amplitude vector Xₖ and a de-excitation amplitude vector Yₖ. These vectors are the k-th columns of X and Y, and W = diag(w). The equations are

AX + BY = XW

BX + AY = −YW

(X + Y)ᵀ(X − Y) = 1.

The last line expresses the bosonic commutation relations of the mode operators: it fixes each mode's norm and makes different modes orthogonal in the RPA sense.

If B is neglected (the Tamm–Dancoff approximation), the excitation energies are the eigenvalues of A, and their sum is tr A. The plasmon energy

E = ½(tr W − tr A)

is thus half the total shift of the excitation energies caused by B. Despite its name, it is not the excitation energy of a plasmon, which would be one of the frequencies wₖ.

## What is stated about the energy

The structure `IsRPASolution A B X Y w` holds the three equations as `resonant`, `antiresonant` and `normalized`. One finite type `n` labels both pairs and modes, so there are as many modes as pairs. `plasmonEnergy A w` is E, and `colNormSq Y k` is ‖Yₖ‖², the sum of the squared entries in column k.

Three results follow for any such solution:

- `plasmon_formula`: E = −∑ₖ wₖ‖Yₖ‖².
- `plasmonEnergy_nonpos`: E ≤ 0 if every wₖ ≥ 0.
- `plasmonEnergy_eq_zero_iff`: if every wₖ > 0, then E = 0 exactly when B = 0.

Symmetry of A and B is not assumed; it can be read off from their mode expansions below. The solution itself is a hypothesis, and complex frequencies, which signal an instability, are not covered. E is defined by the trace difference: its identification with the direct-RPA correlation energy comes from integrating over the coupling strength, which is not treated here.

## From completeness to the energy

Since the matrices are square, the normalisation also holds in the reverse order:

(X − Y)(X + Y)ᵀ = 1.

Its transpose is (X + Y)(X − Y)ᵀ = 1. Expanding both gives

XXᵀ + XYᵀ − YXᵀ − YYᵀ = 1

XXᵀ − XYᵀ + YXᵀ − YYᵀ = 1.

Half the sum and half the difference are the completeness relations

XXᵀ − YYᵀ = 1, XYᵀ = YXᵀ.

Averaging the original normalisation with its own transpose gives XᵀX − YᵀY = 1. The diagonal entries say that

‖Xₖ‖² = 1 + ‖Yₖ‖².

Now multiply the first RPA equation by Xᵀ from the right and subtract the second multiplied by Yᵀ. By completeness the left side is

A(XXᵀ − YYᵀ) + B(YXᵀ − XYᵀ) = A,

and therefore

A = XWXᵀ + YWYᵀ.

Exchanging the roles of the two equations gives

B = −(XWYᵀ + YWXᵀ).

For any square M with columns Mₖ,

tr(MWMᵀ) = ∑ᵢ ∑ₖ wₖMᵢₖ² = ∑ₖ wₖ‖Mₖ‖².

Hence

tr A = ∑ₖ wₖ‖Xₖ‖² + ∑ₖ wₖ‖Yₖ‖² = ∑ₖ wₖ + 2∑ₖ wₖ‖Yₖ‖².

Inserting this into E gives the formula, and nonnegative frequencies give E ≤ 0.

Let all wₖ be positive. If E = 0, every term wₖ‖Yₖ‖² vanishes, so Y = 0 and the expansion of B gives B = 0. Conversely, if B = 0, then AY = −YW and

tr(YᵀAY) = −∑ₖ wₖ‖Yₖ‖².

The expansion of A also gives

YᵀAY = (YᵀX)W(YᵀX)ᵀ + (YᵀY)W(YᵀY)ᵀ,

whose trace is nonnegative. The sum ∑ₖ wₖ‖Yₖ‖² is then both nonnegative and nonpositive, so E = 0.

## One pair without the normalisation

Take n = 1, A = 5, B = 3 and w = 4. The amplitudes X = 3, Y = −1 satisfy both RPA equations, but X² − Y² = 8. The trace expression gives E = −1/2, whereas −wY² = −4. Dividing both amplitudes by √8 restores the normalisation and gives −wY² = −1/2.

## Starting from the matrices instead

A different model would start from symmetric A and B with A + B and A − B positive definite, and construct the modes by diagonalisation. Existence and positive frequencies would then be conclusions, and the energy would be defined from A and B, without the frequencies as a separate input. The present version takes the modes as given, which lets the identity itself apply to real frequencies of either sign.

## The complete Lean file

```lean
import Mathlib

open Matrix

namespace RPAPlasmonFormula

noncomputable section

variable {n : Type*} [Fintype n] [DecidableEq n]

/-- A full set of normalised RPA modes: the columns of `X` and `Y` are the excitation and
de-excitation amplitudes, and `w` lists the mode frequencies. -/
structure IsRPASolution (A B X Y : Matrix n n ℝ) (w : n → ℝ) : Prop where
  resonant : A * X + B * Y = X * diagonal w
  antiresonant : B * X + A * Y = -(Y * diagonal w)
  normalized : (X + Y)ᵀ * (X - Y) = 1

/-- The plasmon energy: half the difference between the trace of the frequency matrix and the trace
of `A`. -/
def plasmonEnergy (A : Matrix n n ℝ) (w : n → ℝ) : ℝ :=
  (Matrix.trace (diagonal w) - Matrix.trace A) / 2

/-- The squared norm of the amplitude vector of mode `k`, the `k`-th column of `M`. -/
def colNormSq (M : Matrix n n ℝ) (k : n) : ℝ := ∑ i, M i k ^ 2

omit [DecidableEq n] in
lemma colNormSq_nonneg (M : Matrix n n ℝ) (k : n) : 0 ≤ colNormSq M k :=
  Finset.sum_nonneg fun i _ => sq_nonneg (M i k)

/-- The trace of `M W Mᵀ` is the sum of the squared column norms of `M` weighted by the
frequencies. -/
theorem trace_mul_diagonal_mul_transpose (M : Matrix n n ℝ) (w : n → ℝ) :
    Matrix.trace (M * diagonal w * Mᵀ) = ∑ k, w k * colNormSq M k := by
  have hd : ∀ i, (M * diagonal w * Mᵀ) i i = ∑ k, w k * M i k ^ 2 := by
    intro i
    rw [Matrix.mul_apply]
    refine Finset.sum_congr rfl fun k _ => ?_
    rw [Matrix.mul_diagonal, Matrix.transpose_apply]
    ring
  simp only [Matrix.trace, Matrix.diag_apply, hd, colNormSq, Finset.mul_sum]
  exact Finset.sum_comm

variable {A B X Y : Matrix n n ℝ} {w : n → ℝ}

/-- Completeness of the RPA modes: `X Xᵀ - Y Yᵀ = 1` and `X Yᵀ = Y Xᵀ`. -/
theorem completeness (h : IsRPASolution A B X Y w) :
    X * Xᵀ - Y * Yᵀ = 1 ∧ X * Yᵀ = Y * Xᵀ := by
  -- a one-sided inverse of a square matrix is two-sided
  have h1 : (X - Y) * (X + Y)ᵀ = 1 := mul_eq_one_comm.mp h.normalized
  have h2 : (X + Y) * (X - Y)ᵀ = 1 := by
    have := congrArg Matrix.transpose h1
    simpa only [Matrix.transpose_mul, Matrix.transpose_transpose, Matrix.transpose_one] using this
  simp only [Matrix.transpose_add, Matrix.transpose_sub, add_mul, mul_add, sub_mul, mul_sub]
    at h1 h2
  constructor
  · linear_combination (norm := module) (1 / 2 : ℝ) • h1 + (1 / 2 : ℝ) • h2
  · linear_combination (norm := module) (1 / 2 : ℝ) • h1 - (1 / 2 : ℝ) • h2

/-- In each mode the squared norm of the excitation amplitudes exceeds that of the de-excitation
amplitudes by one. -/
theorem mode_norm (h : IsRPASolution A B X Y w) (k : n) :
    colNormSq X k = 1 + colNormSq Y k := by
  have h1 := h.normalized
  have h2 : (X - Y)ᵀ * (X + Y) = 1 := by
    have := congrArg Matrix.transpose h1
    simpa only [Matrix.transpose_mul, Matrix.transpose_transpose, Matrix.transpose_one] using this
  simp only [Matrix.transpose_add, Matrix.transpose_sub, add_mul, mul_add, sub_mul, mul_sub]
    at h1 h2
  have h3 : Xᵀ * X - Yᵀ * Y = 1 := by
    linear_combination (norm := module) (1 / 2 : ℝ) • h1 + (1 / 2 : ℝ) • h2
  have h4 := congrArg (fun M : Matrix n n ℝ => M k k) h3
  simp only [Matrix.sub_apply, Matrix.mul_apply, Matrix.transpose_apply,
    Matrix.one_apply_eq] at h4
  simp only [colNormSq, pow_two]
  linarith

/-- The matrix `A` expressed through the RPA modes and frequencies. -/
theorem A_eq_modes (h : IsRPASolution A B X Y w) :
    A = X * diagonal w * Xᵀ + Y * diagonal w * Yᵀ := by
  obtain ⟨c1, c2⟩ := completeness h
  calc A = A * (X * Xᵀ - Y * Yᵀ) := by rw [c1, mul_one]
    _ = (A * X + B * Y) * Xᵀ - (B * X + A * Y) * Yᵀ + B * (X * Yᵀ - Y * Xᵀ) := by
        noncomm_ring
    _ = X * diagonal w * Xᵀ + Y * diagonal w * Yᵀ := by
        rw [h.resonant, h.antiresonant, c2, sub_self]
        noncomm_ring

/-- The coupling matrix `B` expressed through the RPA modes and frequencies. -/
theorem B_eq_modes (h : IsRPASolution A B X Y w) :
    B = -(X * diagonal w * Yᵀ + Y * diagonal w * Xᵀ) := by
  obtain ⟨c1, c2⟩ := completeness h
  calc B = B * (X * Xᵀ - Y * Yᵀ) := by rw [c1, mul_one]
    _ = (B * X + A * Y) * Xᵀ - (A * X + B * Y) * Yᵀ + A * (X * Yᵀ - Y * Xᵀ) := by
        noncomm_ring
    _ = -(X * diagonal w * Yᵀ + Y * diagonal w * Xᵀ) := by
        rw [h.resonant, h.antiresonant, c2, sub_self]
        noncomm_ring

/-- Plasmon formula: half of `tr W - tr A` equals minus the sum over modes of the frequency times
the squared norm of the de-excitation amplitudes. -/
theorem plasmon_formula (h : IsRPASolution A B X Y w) :
    plasmonEnergy A w = -∑ k, w k * colNormSq Y k := by
  have hA : Matrix.trace A = ∑ k, w k * colNormSq X k + ∑ k, w k * colNormSq Y k := by
    have := congrArg Matrix.trace (A_eq_modes h)
    rwa [Matrix.trace_add, trace_mul_diagonal_mul_transpose,
      trace_mul_diagonal_mul_transpose] at this
  -- the normalisation trades excitation for de-excitation amplitudes
  have hX : ∑ k, w k * colNormSq X k = ∑ k, w k + ∑ k, w k * colNormSq Y k := by
    rw [← Finset.sum_add_distrib]
    refine Finset.sum_congr rfl fun k _ => ?_
    rw [mode_norm h k]
    ring
  rw [plasmonEnergy, Matrix.trace_diagonal, hA, hX]
  ring

/-- For nonnegative mode frequencies the plasmon energy is nonpositive. -/
theorem plasmonEnergy_nonpos (h : IsRPASolution A B X Y w) (hw : ∀ k, 0 ≤ w k) :
    plasmonEnergy A w ≤ 0 := by
  rw [plasmon_formula h]
  exact neg_nonpos.2 (Finset.sum_nonneg fun k _ => mul_nonneg (hw k) (colNormSq_nonneg Y k))

/-- For positive mode frequencies the plasmon energy vanishes exactly when the coupling matrix
`B` is zero. -/
theorem plasmonEnergy_eq_zero_iff (h : IsRPASolution A B X Y w) (hw : ∀ k, 0 < w k) :
    plasmonEnergy A w = 0 ↔ B = 0 := by
  have hnn : ∀ M : Matrix n n ℝ, ∀ k ∈ Finset.univ, 0 ≤ w k * colNormSq M k :=
    fun M k _ => mul_nonneg (hw k).le (colNormSq_nonneg M k)
  constructor
  · intro hE
    rw [plasmon_formula h, neg_eq_zero] at hE
    have hz := (Finset.sum_eq_zero_iff_of_nonneg (hnn Y)).1 hE
    -- every de-excitation amplitude vanishes
    have hY : Y = 0 := by
      ext i k
      have h1 : colNormSq Y k = 0 :=
        (mul_eq_zero.1 (hz k (Finset.mem_univ k))).resolve_left (hw k).ne'
      unfold colNormSq at h1
      have h2 := (Finset.sum_eq_zero_iff_of_nonneg
        (fun i _ => sq_nonneg (Y i k))).1 h1 i (Finset.mem_univ i)
      simpa using h2
    rw [B_eq_modes h, hY]
    simp
  · intro hB
    have hAY := h.antiresonant
    rw [hB, zero_mul, zero_add] at hAY
    -- the trace of `Yᵀ A Y`, evaluated in two ways
    have e1 : Yᵀ * A * Y = (Yᵀ * X) * diagonal w * (Yᵀ * X)ᵀ
        + (Yᵀ * Y) * diagonal w * (Yᵀ * Y)ᵀ := by
      conv_lhs => rw [A_eq_modes h]
      simp only [Matrix.transpose_mul, Matrix.transpose_transpose]
      noncomm_ring
    have e2 : Matrix.trace (Yᵀ * A * Y) = -Matrix.trace (Y * diagonal w * Yᵀ) := by
      rw [mul_assoc, hAY, mul_neg, Matrix.trace_neg, Matrix.trace_mul_comm]
    rw [e1, Matrix.trace_add, trace_mul_diagonal_mul_transpose,
      trace_mul_diagonal_mul_transpose, trace_mul_diagonal_mul_transpose] at e2
    have p1 := Finset.sum_nonneg (hnn (Yᵀ * X))
    have p2 := Finset.sum_nonneg (hnn (Yᵀ * Y))
    have p3 := Finset.sum_nonneg (hnn Y)
    rw [plasmon_formula h]
    linarith

/-- Two modes with frequencies 8 and 9 and nonzero de-excitation amplitudes satisfy the RPA
equations and the normalisation. -/
theorem isRPASolution_witness :
    IsRPASolution (!![809 / 25, -288 / 25; -288 / 25, 641 / 25] : Matrix (Fin 2) (Fin 2) ℝ)
      !![31, -12; -12, 24] !![3 / 4, -4 / 3; 1, 1] !![-9 / 20, 16 / 15; -3 / 5, -4 / 5]
      ![8, 9] := by
  refine ⟨?_, ?_, ?_⟩ <;> ext i j <;> fin_cases i <;> fin_cases j <;>
    norm_num [Matrix.mul_apply, Fin.sum_univ_two, Matrix.diagonal_apply,
      Matrix.vecMul_diagonal]

end

end RPAPlasmonFormula
```

```lean
#print axioms RPAPlasmonFormula.plasmon_formula
#print axioms RPAPlasmonFormula.plasmonEnergy_nonpos
#print axioms RPAPlasmonFormula.plasmonEnergy_eq_zero_iff
```

```
'RPAPlasmonFormula.plasmon_formula' depends on axioms: [propext, Classical.choice, Quot.sound]
'RPAPlasmonFormula.plasmonEnergy_nonpos' depends on axioms: [propext, Classical.choice, Quot.sound]
'RPAPlasmonFormula.plasmonEnergy_eq_zero_iff' depends on axioms: [propext, Classical.choice, Quot.sound]
```

## How the proof follows the algebra

`completeness` reverses the normalisation with `mul_eq_one_comm`, transposes it and expands the products. The two `linear_combination` calls form the half-sum and half-difference. `mode_norm` averages in the same way, then reads off the diagonal entry at `k`.

`A_eq_modes` and `B_eq_modes` insert completeness in a `calc` chain. `noncomm_ring` regroups the products without changing the order of the factors, after which the RPA equations are substituted.

`trace_mul_diagonal_mul_transpose` computes a diagonal entry and exchanges the two sums. `plasmon_formula` applies it to both terms of A and uses `mode_norm` to replace ‖Xₖ‖². The sign result needs only `colNormSq_nonneg` in addition.

In `plasmonEnergy_eq_zero_iff`, the forward direction uses the fact that a vanishing sum of nonnegative terms has only zero terms, first over modes and then over the entries of a column. In the converse, `e1` and `e2` are the two evaluations of YᵀAY and its trace, and `linarith` combines the resulting inequalities.

`isRPASolution_witness` checks, entry by entry, a two-mode solution in which A and B have nonzero off-diagonal entries. Its frequencies are 8 and 9, tr A = 58, and the squared norms of the columns of Y are 9/16 and 16/9. Both sides of the formula equal −41/2.
